# The Gibbs state of (J/2)(XX + YY) at inverse temperature b ≥ 0 is separable exactly when sinh(b|J|) ≤ 1

To decide whether a two-qubit XY dimer with coupling $J$ is entangled in equilibrium at temperature $T>0$, compute $|J|/T$ and compare it with $\log(1+\sqrt2)\approx 0.881$. The state is entangled if the ratio is larger and separable otherwise. Here $k_B=1$, and the Hamiltonian is $H=\tfrac J2(X_1X_2+Y_1Y_2)$ with $J$ real of either sign, no field and no further spins.

In Lean 4 with Mathlib:

```lean
import Mathlib

open Matrix
open scoped Kronecker ComplexOrder

noncomputable section

namespace XYDimerThermalEntanglement
```

## The dimer and its thermal state

Operators are complex $4\times4$ matrices whose rows and columns are labelled by pairs $(i,j)$, standing for $|ij\rangle$ with $i,j\in\{0,1\}$.

```lean
/-- Operators on two qubits, in the product basis. -/
abbrev TwoQubit := Matrix (Fin 2 × Fin 2) (Fin 2 × Fin 2) ℂ
```

The Pauli matrices have their usual form, and $H$ is built from their Kronecker products.

```lean
/-- The Pauli matrix X. -/
def pauliX : Matrix (Fin 2) (Fin 2) ℂ := !![0, 1; 1, 0]

/-- The Pauli matrix Y. -/
def pauliY : Matrix (Fin 2) (Fin 2) ℂ := !![0, -Complex.I; Complex.I, 0]

/-- The Pauli matrix Z. -/
def pauliZ : Matrix (Fin 2) (Fin 2) ℂ := !![1, 0; 0, -1]

/-- The XY dimer Hamiltonian `(J/2)(X₁X₂ + Y₁Y₂)`. -/
def xyHamiltonian (J : ℝ) : TwoQubit :=
  ((J : ℂ) / 2) • (pauliX ⊗ₖ pauliX + pauliY ⊗ₖ pauliY)
```

At inverse temperature $b$ the state is $\rho=e^{-bH}/\operatorname{tr}e^{-bH}$, with the full matrix exponential.

```lean
/-- The Gibbs state `exp(-bH) / trace exp(-bH)` at inverse temperature `b`. -/
def gibbs (b : ℝ) (H : TwoQubit) : TwoQubit :=
  (NormedSpace.exp (-(b : ℂ) • H)).trace⁻¹ • NormedSpace.exp (-(b : ℂ) • H)
```

The partial transpose exchanges the second-qubit indices: $(M^\Gamma)_{ij,kl}=M_{il,kj}$.

```lean
/-- Transposition on the second qubit only. -/
def partialTranspose (M : TwoQubit) : TwoQubit :=
  Matrix.of fun m n => M (m.1, n.2) (n.1, m.2)
```

A separable state is a finite mixture $\sum_k w_k\,A_k\otimes B_k$, where the weights are non-negative and sum to one, and each $A_k$ and $B_k$ is a one-qubit density matrix.

```lean
/-- A one-qubit density matrix: positive semidefinite with unit trace. -/
def IsState (A : Matrix (Fin 2) (Fin 2) ℂ) : Prop := A.PosSemidef ∧ A.trace = 1

/-- A separable state: a finite convex mixture of products of one-qubit states. -/
def IsSeparable (M : TwoQubit) : Prop :=
  ∃ (n : ℕ) (w : Fin n → ℝ) (A B : Fin n → Matrix (Fin 2) (Fin 2) ℂ),
    (∀ k, 0 ≤ w k) ∧ ∑ k, w k = 1 ∧ (∀ k, IsState (A k)) ∧ (∀ k, IsState (B k)) ∧
      M = ∑ k, (w k : ℂ) • (A k ⊗ₖ B k)
```

Three abbreviations serve the calculation. The first is an operator equal to $a$ on $|00\rangle$ and $|11\rangle$ and to a $2\times2$ matrix on the span of $|01\rangle,|10\rangle$.

```lean
/-- The operator that multiplies `|00⟩` and `|11⟩` by `a` and acts as the matrix
`!![p, q; r, s]` on the span of `|01⟩` and `|10⟩`. -/
def block (a p q r s : ℂ) : TwoQubit :=
  Matrix.of fun m n =>
    if m.1 = m.2 then (if m = n then a else 0)
    else if n.1 = n.2 then 0 else !![p, q; r, s] m.1 n.1
```

The second is $(1+r\sigma)/2$, a qubit with polarisation $r$ along the axis of $\sigma$.

```lean
/-- The one-qubit operator `(1 + rσ)/2`. -/
def bloch (σ : Matrix (Fin 2) (Fin 2) ℂ) (r : ℝ) : Matrix (Fin 2) (Fin 2) ℂ :=
  (1 / 2 : ℂ) • (1 + (r : ℂ) • σ)
```

The third is $|00\rangle+\varepsilon|11\rangle$, which for $\varepsilon=\pm1$ is $\sqrt2$ times a normalised Bell vector.

```lean
/-- The unnormalised vector `|00⟩ + ε|11⟩`. -/
def bell (ε : ℝ) : Fin 2 × Fin 2 → ℂ :=
  fun m => if m.1 = m.2 then (if m.1 = 0 then 1 else (ε : ℂ)) else 0
```

## Exponentiating the flip-flop coupling

Operators of the block form multiply block by block, which is checked entry by entry.

```lean
/-- Block operators multiply block by block. -/
theorem block_mul (a p q r s a' p' q' r' s' : ℂ) :
    block a p q r s * block a' p' q' r' s' =
      block (a * a') (p * p' + q * r') (p * q' + q * s')
        (r * p' + s * r') (r * q' + s * s') := by
  ext ⟨i, j⟩ ⟨k, l⟩
  fin_cases i <;> fin_cases j <;> fin_cases k <;> fin_cases l <;>
    simp [block, Matrix.mul_apply, Fintype.sum_prod_type, Fin.sum_univ_two]
```

Put $x=bJ$. On $|01\rangle,|10\rangle$ the exponent is $-x\begin{pmatrix}0&1\\1&0\end{pmatrix}$, with eigenvectors $|01\rangle\pm|10\rangle$ and eigenvalues $\mp x$. Hence
$$\exp\begin{pmatrix}0&-x\\-x&0\end{pmatrix}=\begin{pmatrix}\cosh x&-\sinh x\\-\sinh x&\cosh x\end{pmatrix}.$$

The proof turns on `Matrix.exp_units_conj`, which says $e^{UDU^{-1}}=Ue^DU^{-1}$ for invertible $U$. A term of type `Units TwoQubit` packages a matrix, its inverse and the two product identities, here `hUV` and `hVU`. Since $U$ need not be unitary, its columns can stay unnormalised and no square roots appear. `Matrix.exp_diagonal` then reduces $e^D$ to scalar exponentials.

```lean
/-- The exponential of a flip-flop coupling `-x(|01⟩⟨10| + |10⟩⟨01|)`. -/
theorem exp_flipFlop (x : ℂ) :
    NormedSpace.exp (block 0 0 (-x) (-x) 0) =
      block 1 (Complex.cosh x) (-Complex.sinh x) (-Complex.sinh x) (Complex.cosh x) := by
  have hdiag : ∀ a p s : ℂ, block a p 0 0 s =
      Matrix.diagonal (fun m : Fin 2 × Fin 2 => if m.1 = m.2 then a else ![p, s] m.1) := by
    intro a p s
    ext ⟨i, j⟩ ⟨k, l⟩
    fin_cases i <;> fin_cases j <;> fin_cases k <;> fin_cases l <;>
      simp [block]
  have hpi : ∀ (f : Fin 2 × Fin 2 → ℂ) (m : Fin 2 × Fin 2),
      NormedSpace.exp f m = Complex.exp (f m) := by
    intro f m
    rw [Complex.exp_eq_exp_ℂ]
    exact Pi.coe_exp f m
  have hexp : NormedSpace.exp
      (fun m : Fin 2 × Fin 2 => if m.1 = m.2 then (0 : ℂ) else ![-x, x] m.1) =
      fun m => if m.1 = m.2 then 1 else ![Complex.exp (-x), Complex.exp x] m.1 := by
    funext m
    rw [hpi]
    obtain ⟨i, j⟩ := m
    fin_cases i <;> fin_cases j <;> simp
  have hone : block 1 1 0 0 1 = 1 := by
    ext ⟨i, j⟩ ⟨k, l⟩
    fin_cases i <;> fin_cases j <;> fin_cases k <;> fin_cases l <;>
      simp [block]
  -- the columns of the first factor are the triplet and singlet combinations
  have hUV : block 1 1 1 1 (-1) * block 1 (1/2) (1/2) (1/2) (-1/2) = 1 := by
    rw [block_mul, ← hone]
    congr 1 <;> ring
  have hVU : block 1 (1/2) (1/2) (1/2) (-1/2) * block 1 1 1 1 (-1) = 1 := by
    rw [block_mul, ← hone]
    congr 1 <;> ring
  have hconj : ∀ D : TwoQubit,
      NormedSpace.exp (block 1 1 1 1 (-1) * D * block 1 (1/2) (1/2) (1/2) (-1/2)) =
      block 1 1 1 1 (-1) * NormedSpace.exp D * block 1 (1/2) (1/2) (1/2) (-1/2) :=
    fun D => Matrix.exp_units_conj (⟨_, _, hUV, hVU⟩ : Units TwoQubit) D
  have e1 : block 0 0 (-x) (-x) 0 = block 1 1 1 1 (-1) * block 0 (-x) 0 0 x *
      block 1 (1/2) (1/2) (1/2) (-1/2) := by
    rw [block_mul, block_mul]
    congr 1 <;> ring
  rw [e1, hconj, hdiag 0 (-x) x, Matrix.exp_diagonal, hexp,
    ← hdiag 1 (Complex.exp (-x)) (Complex.exp x), block_mul, block_mul,
    Complex.cosh, Complex.sinh]
  congr 1 <;> ring
```

The $XX$ and $YY$ terms cancel on $|00\rangle,|11\rangle$ and add on $|01\rangle,|10\rangle$, so $H|01\rangle=J|10\rangle$ and $H|10\rangle=J|01\rangle$. Write $c=\cosh(bJ)$, $s=\sinh(bJ)$ and $z=1/(2+2c)$. The trace of $e^{-bH}$ is $2+2c$, so $\rho$ is $z$ times the operator with $1$ on $|00\rangle,|11\rangle$ and $\begin{pmatrix}c&-s\\-s&c\end{pmatrix}$ on the other two.

```lean
/-- The Gibbs state of the XY dimer in closed form. -/
theorem gibbs_xy (b J : ℝ) :
    gibbs b (xyHamiltonian J) = (((2 + 2 * Real.cosh (b * J))⁻¹ : ℝ) : ℂ) •
      block 1 (Real.cosh (b * J)) (-(Real.sinh (b * J) : ℂ))
        (-(Real.sinh (b * J) : ℂ)) (Real.cosh (b * J)) := by
  have hH : xyHamiltonian J = block 0 0 J J 0 := by
    ext ⟨i, j⟩ ⟨k, l⟩
    fin_cases i <;> fin_cases j <;> fin_cases k <;> fin_cases l <;>
      simp [xyHamiltonian, pauliX, pauliY, block] <;> ring
  have hb : -(b : ℂ) • block 0 0 J J 0 = block 0 0 (-(b * J : ℂ)) (-(b * J : ℂ)) 0 := by
    ext ⟨i, j⟩ ⟨k, l⟩
    fin_cases i <;> fin_cases j <;> fin_cases k <;> fin_cases l <;> simp [block]
  have ht : ∀ a p q r s : ℂ, (block a p q r s).trace = 2 * a + p + s := by
    intro a p q r s
    simp [Matrix.trace, Fintype.sum_prod_type, Fin.sum_univ_two, block]
    ring
  rw [gibbs, hH, hb, exp_flipFlop, ht]
  push_cast
  congr 2
  ring
```

## Six product states when |sinh(bJ)| ≤ 1

Let $P_\pm=(1\pm\sigma)/2$. If $\sigma$ is Hermitian and traceless with $\sigma^2=1$, then $P_\pm=P_\pm^\dagger P_\pm\ge0$ and
$$\frac{1+r\sigma}2=\frac{1+r}2P_++\frac{1-r}2P_-,$$
which is a state when $|r|\le1$.

```lean
/-- For a traceless Hermitian `σ` with `σ² = 1` and `|r| ≤ 1`, the operator `(1 + rσ)/2`
is a one-qubit state. -/
theorem bloch_isState {σ : Matrix (Fin 2) (Fin 2) ℂ} (hσ : σᴴ = σ) (h2 : σ * σ = 1)
    (ht : σ.trace = 0) {r : ℝ} (hr : |r| ≤ 1) : IsState (bloch σ r) := by
  obtain ⟨h₁, h₃⟩ := abs_le.mp hr
  have e1 : (1 + σ)ᴴ * (1 + σ) = (2 : ℂ) • (1 + σ) := by
    rw [Matrix.conjTranspose_add, Matrix.conjTranspose_one, hσ]
    simp only [add_mul, mul_add, one_mul, mul_one, h2]
    module
  have e2 : (1 - σ)ᴴ * (1 - σ) = (2 : ℂ) • (1 - σ) := by
    rw [Matrix.conjTranspose_sub, Matrix.conjTranspose_one, hσ]
    simp only [sub_mul, mul_sub, one_mul, mul_one, h2]
    module
  -- a mixture of the two spin projectors
  have key : bloch σ r = (((1 + r) / 8 : ℝ) : ℂ) • ((1 + σ)ᴴ * (1 + σ)) +
      (((1 - r) / 8 : ℝ) : ℂ) • ((1 - σ)ᴴ * (1 - σ)) := by
    rw [e1, e2, bloch]
    push_cast
    module
  constructor
  · rw [key]
    exact ((Matrix.posSemidef_conjTranspose_mul_self _).smul
      (Complex.zero_le_real.mpr (by linarith))).add
      ((Matrix.posSemidef_conjTranspose_mul_self _).smul
      (Complex.zero_le_real.mpr (by linarith)))
  · simp [bloch, Matrix.trace_add, Matrix.trace_smul, ht]
```

Partial transposition sends $A\otimes B$ to $A\otimes B^T$. Transposes, Kronecker products and non-negative combinations preserve positivity, so separable states have positive partial transposes.

```lean
/-- Every separable state has a positive semidefinite partial transpose. -/
theorem IsSeparable.ppt {M : TwoQubit} (h : IsSeparable M) :
    (partialTranspose M).PosSemidef := by
  obtain ⟨n, w, A, B, hw, -, hA, hB, rfl⟩ := h
  have e : partialTranspose (∑ k, (w k : ℂ) • (A k ⊗ₖ B k)) =
      ∑ k, (w k : ℂ) • (A k ⊗ₖ (B k)ᵀ) := by
    ext m n
    simp [partialTranspose, Matrix.sum_apply]
  rw [e]
  exact Finset.sum_induction _ Matrix.PosSemidef (fun _ _ ha hb => ha.add hb)
    Matrix.PosSemidef.zero fun k _ =>
      ((hA k).1.kronecker (hB k).1.transpose).smul (Complex.zero_le_real.mpr (hw k))
```

For the Gibbs state, expand in Pauli products:
$$\rho=\frac z2\left[(1+c)-s(XX+YY)-(c-1)ZZ\right].$$
With $\beta_\sigma(r)=(1+r\sigma)/2$,
$$\beta_\sigma(1)\otimes\beta_\sigma(-t)+\beta_\sigma(-1)\otimes\beta_\sigma(t)=\tfrac12(1-t\,\sigma\otimes\sigma).$$
Take $t=s$ for $\sigma=X$ and $\sigma=Y$, each product with weight $z$, and $t=1$ for $\sigma=Z$, each product with weight $(c-1)z$. The sum is $\rho$, and the weights total $4z+2(c-1)z=1$. All six products are states when $|s|\le1$.

```lean
/-- If `|sinh(bJ)| ≤ 1`, the Gibbs state of the XY dimer is separable. -/
theorem gibbs_separable {b J : ℝ} (h : |Real.sinh (b * J)| ≤ 1) :
    IsSeparable (gibbs b (xyHamiltonian J)) := by
  have hX : ∀ r : ℝ, |r| ≤ 1 → IsState (bloch pauliX r) := fun r hr => bloch_isState
    (by ext i j; fin_cases i <;> fin_cases j <;> simp [pauliX])
    (by ext i j; fin_cases i <;> fin_cases j <;> simp [pauliX])
    (by simp [pauliX, Matrix.trace_fin_two]) hr
  have hY : ∀ r : ℝ, |r| ≤ 1 → IsState (bloch pauliY r) := fun r hr => bloch_isState
    (by ext i j; fin_cases i <;> fin_cases j <;> simp [pauliY])
    (by ext i j; fin_cases i <;> fin_cases j <;> simp [pauliY])
    (by simp [pauliY, Matrix.trace_fin_two]) hr
  have hZ : ∀ r : ℝ, |r| ≤ 1 → IsState (bloch pauliZ r) := fun r hr => bloch_isState
    (by ext i j; fin_cases i <;> fin_cases j <;> simp [pauliZ])
    (by ext i j; fin_cases i <;> fin_cases j <;> simp [pauliZ])
    (by simp [pauliZ, Matrix.trace_fin_two]) hr
  have hc := Real.one_le_cosh (b * J)
  rw [gibbs_xy]
  generalize Real.cosh (b * J) = c at *
  generalize Real.sinh (b * J) = s at *
  have hz : 0 ≤ (2 + 2 * c)⁻¹ := inv_nonneg.mpr (by linarith)
  have hzc : (2 + 2 * c)⁻¹ * (2 + 2 * c) = 1 := inv_mul_cancel₀ (by linarith)
  generalize (2 + 2 * c)⁻¹ = z at *
  have hw : 0 ≤ (c - 1) * z := mul_nonneg (by linarith) hz
  have hs : |-s| ≤ 1 := by rwa [abs_neg]
  have h1 : |(1 : ℝ)| ≤ 1 := by norm_num
  have h1' : |(-1 : ℝ)| ≤ 1 := by norm_num
  -- six product states, two along each axis
  refine ⟨6, ![z, z, z, z, (c - 1) * z, (c - 1) * z],
    ![bloch pauliX 1, bloch pauliX (-1), bloch pauliY 1, bloch pauliY (-1),
      bloch pauliZ 1, bloch pauliZ (-1)],
    ![bloch pauliX (-s), bloch pauliX s, bloch pauliY (-s), bloch pauliY s,
      bloch pauliZ (-1), bloch pauliZ 1], ?_, ?_, ?_, ?_, ?_⟩
  · intro k
    fin_cases k
    exacts [hz, hz, hz, hz, hw, hw]
  · rw [Fin.sum_univ_six]
    change z + z + z + z + (c - 1) * z + (c - 1) * z = 1
    linear_combination hzc
  · intro k
    fin_cases k
    exacts [hX _ h1, hX _ h1', hY _ h1, hY _ h1', hZ _ h1, hZ _ h1']
  · intro k
    fin_cases k
    exacts [hX _ hs, hX _ h, hY _ hs, hY _ h, hZ _ h1', hZ _ h1]
  · rw [Fin.sum_univ_six]
    ext ⟨i, j⟩ ⟨k, l⟩
    fin_cases i <;> fin_cases j <;> fin_cases k <;> fin_cases l <;>
      simp [block, bloch, pauliX, pauliY, pauliZ] <;>
      ring_nf <;> (try simp only [Complex.I_sq]) <;> (try ring_nf)
```

## Bell vectors detect the entanglement

Partial transposition moves the coherence $-zs$ to $|00\rangle,|11\rangle$, where $\rho^\Gamma$ becomes $z\begin{pmatrix}1&-s\\-s&1\end{pmatrix}$. For $\varepsilon=\pm1$, the vector $|00\rangle+\varepsilon|11\rangle$ is an eigenvector with eigenvalue $z(1-\varepsilon s)$.

```lean
/-- For `ε = ±1`, `|00⟩ + ε|11⟩` is an eigenvector of the partially transposed Gibbs state
with eigenvalue `(1 - ε sinh(bJ)) / (2 + 2 cosh(bJ))`. -/
theorem partialTranspose_gibbs_bell (b J : ℝ) {ε : ℝ} (hε : ε ^ 2 = 1) :
    partialTranspose (gibbs b (xyHamiltonian J)) *ᵥ bell ε =
      (((2 + 2 * Real.cosh (b * J))⁻¹ * (1 - ε * Real.sinh (b * J)) : ℝ) : ℂ) • bell ε := by
  have hε' : (ε : ℂ) ^ 2 = 1 := by exact_mod_cast hε
  have gen : ∀ z p q : ℂ, partialTranspose (z • block 1 p q q p) *ᵥ bell ε =
      (z * (1 + ε * q)) • bell ε := by
    intro z p q
    ext ⟨i, j⟩
    fin_cases i <;> fin_cases j <;>
      simp [partialTranspose, block, bell, Matrix.mulVec, dotProduct,
        Fintype.sum_prod_type, Fin.sum_univ_two] <;>
      first
        | ring1
        | linear_combination (-(z * q)) * hε'
  rw [gibbs_xy, gen]
  congr 1
  push_cast
  ring
```

Positivity and $z>0$ give $\varepsilon s\le1$ for both signs, hence $|s|\le1$. For $b\ge0$, $|s|=\sinh(b|J|)$. The converse combines the explicit mixture with the positivity of separable states under partial transposition.

```lean
/-- At inverse temperature `b ≥ 0`, the partial transpose of the Gibbs state of the XY dimer
is positive semidefinite exactly when `sinh(b|J|) ≤ 1`. -/
theorem ppt_iff (J : ℝ) {b : ℝ} (hb : 0 ≤ b) :
    (partialTranspose (gibbs b (xyHamiltonian J))).PosSemidef ↔
      Real.sinh (b * |J|) ≤ 1 := by
  have key : |Real.sinh (b * J)| = Real.sinh (b * |J|) := by
    rw [Real.abs_sinh, abs_mul, abs_of_nonneg hb]
  rw [← key]
  refine ⟨fun hP => ?_, fun h => (gibbs_separable h).ppt⟩
  -- test positivity on the two Bell vectors
  have bound : ∀ ε : ℝ, ε ^ 2 = 1 → ε * Real.sinh (b * J) ≤ 1 := by
    intro ε hε
    have hε' : (ε : ℂ) ^ 2 = 1 := by exact_mod_cast hε
    have hn : star (bell ε) ⬝ᵥ bell ε = ((2 : ℝ) : ℂ) := by
      simp [bell, dotProduct, Fintype.sum_prod_type, Fin.sum_univ_two]
      linear_combination hε'
    have h := hP.dotProduct_mulVec_nonneg (bell ε)
    rw [partialTranspose_gibbs_bell b J hε, dotProduct_smul, hn, smul_eq_mul,
      ← Complex.ofReal_mul] at h
    have h' := Complex.zero_le_real.mp h
    have hz : 0 < (2 + 2 * Real.cosh (b * J))⁻¹ :=
      inv_pos.mpr (by linarith [Real.one_le_cosh (b * J)])
    by_contra hlt
    have := mul_neg_of_pos_of_neg hz
      (show 1 - ε * Real.sinh (b * J) < 0 by linarith [not_le.mp hlt])
    linarith
  have hp := bound 1 (by norm_num)
  have hm := bound (-1) (by norm_num)
  exact abs_le.mpr ⟨by linarith, by linarith⟩
```

The same implications characterise separability. The proof does not use the general theorem that every two-qubit state with a positive partial transpose is separable, because the mixture is given explicitly.

```lean
/-- At inverse temperature `b ≥ 0`, the Gibbs state of the XY dimer is separable exactly when
`sinh(b|J|) ≤ 1`. -/
theorem separable_iff (J : ℝ) {b : ℝ} (hb : 0 ≤ b) :
    IsSeparable (gibbs b (xyHamiltonian J)) ↔ Real.sinh (b * |J|) ≤ 1 := by
  refine ⟨fun h => (ppt_iff J hb).mp h.ppt, fun h => gibbs_separable ?_⟩
  rwa [Real.abs_sinh, abs_mul, abs_of_nonneg hb]
```

Since $\sinh$ is increasing and $\operatorname{arsinh}1=\log(1+\sqrt2)$, setting $b=1/T$ with $T>0$ turns the condition into $T\ge|J|/\log(1+\sqrt2)$.

```lean
/-- At temperature `T > 0` (Boltzmann's constant set to one), the Gibbs state of the XY dimer
is separable exactly when `T` is at least `|J| / log(1 + √2)`. -/
theorem separable_iff_temperature (J : ℝ) {T : ℝ} (hT : 0 < T) :
    IsSeparable (gibbs T⁻¹ (xyHamiltonian J)) ↔ |J| / Real.log (1 + √2) ≤ T := by
  have ha : Real.arsinh 1 = Real.log (1 + √2) := by
    rw [Real.arsinh]
    norm_num
  have hpos : 0 < Real.arsinh 1 := Real.arsinh_pos_iff.mpr one_pos
  have hs : ∀ y : ℝ, Real.sinh y ≤ 1 ↔ y ≤ Real.arsinh 1 := by
    intro y
    conv_rhs => rw [← Real.sinh_le_sinh, Real.sinh_arsinh]
  rw [separable_iff J (inv_nonneg.mpr hT.le), hs, ← ha, div_le_iff₀ hpos,
    inv_mul_le_iff₀ hT]

end XYDimerThermalEntanglement
```

```lean
#print axioms XYDimerThermalEntanglement.separable_iff_temperature
-- 'XYDimerThermalEntanglement.separable_iff_temperature' depends on axioms: [propext, Classical.choice, Quot.sound]
```
